# Exact revivals of a particle in a box, with the mirror image at half time

Propagate a wave packet numerically in a one-dimensional box with hard walls and no potential inside, and in time it spreads and breaks up into an interference pattern. Looking at the pattern does not tell you whether the propagation is right, and neither does the norm, which can stay constant even if the code uses wrong energies. An exact statement about a later time gives you something to compare with. For one non-relativistic particle in a finite superposition of box modes, the wave must return at a known time $T$, and at $T/2$ it must be minus the mirror image of its initial form.

## Setting

A particle of mass $m$ moves in a box of length $L$. For $n=1,2,\dots$ write

$$u_n(x)=\sin\frac{n\pi x}{L},\qquad E_n=\frac{n^2\pi^2\hbar^2}{2mL^2},\qquad \varphi_n(t)=e^{-iE_nt/\hbar},\qquad T=\frac{4mL^2}{\pi\hbar}.$$

The wave is $\Psi(x,t)=\sum_{n\in s}c_n\,u_n(x)\,\varphi_n(t)$, with $s$ a finite set of quantum numbers and $c_n$ complex amplitudes.

```lean
import Mathlib

open Complex (I)
open scoped Real

namespace BoxRevivals

noncomputable section
```

The energy and the revival time are real functions of the parameters. The constant $\hbar$ is a variable `hbar`, so any system of units is allowed; the theorems that use these parameters assume those they need to be positive.

```lean
/-- The energy of level `n` for a particle of mass `m` in a box of length `L`. -/
def boxEnergy (m L hbar : ℝ) (n : ℕ) : ℝ :=
  (n : ℝ) ^ 2 * π ^ 2 * hbar ^ 2 / (2 * m * L ^ 2)

/-- The revival time `T = 4 m L² / (π ħ)`. -/
def revivalTime (m L hbar : ℝ) : ℝ := 4 * m * L ^ 2 / (π * hbar)
```

In the phase factor, $E_nt/\hbar$ is computed as a real number and then regarded as complex.

```lean
/-- The phase factor `exp(-i E_n t / ħ)` of level `n` at time `t`. -/
def boxPhase (m L hbar : ℝ) (n : ℕ) (t : ℝ) : ℂ :=
  Complex.exp (-(I * ((boxEnergy m L hbar n * t / hbar : ℝ) : ℂ)))
```

The wave is a sum over `s : Finset ℕ`. This type also admits $n=0$, which is harmless because $u_0=0$. The modes are not normalised: the normalised ones are $\sqrt{2/L}\,u_n$, with amplitudes $a_n=\sqrt{L/2}\,c_n$, and a normalised state has $\sum_{n\in s,\,n\ge1}|a_n|^2=1$. The results hold for all amplitudes, normalised or not.

```lean
/-- The superposition of the box modes `sin(n π x / L)`, `n ∈ s`, with amplitudes `c n`,
at position `x` and time `t`. -/
def boxWave (m L hbar : ℝ) (s : Finset ℕ) (c : ℕ → ℂ) (x t : ℝ) : ℂ :=
  ∑ n ∈ s, c n * ((Real.sin ((n : ℝ) * π * x / L) : ℝ) : ℂ) * boxPhase m L hbar n t
```

The position `x` is any real number, so the identities hold inside the box and also for the sine functions continued beyond it. The energies and the time dependence are definitions here, not derived from the Schrödinger equation, and infinite superpositions are not covered.

## (a) The phase over one period

**Task.** Show that $E_nT=2\pi n^2\hbar$.

**Solution.** Multiply the two definitions and cancel $m$, $L^2$, one $\pi$ and one $\hbar$:

$$E_nT=\frac{n^2\pi^2\hbar^2}{2mL^2}\cdot\frac{4mL^2}{\pi\hbar}=2\pi n^2\hbar.$$

In Lean, `field_simp` clears the denominators, with `ring` available to finish.

```lean
/-- The energy of level `n` times the revival time is `2 π n² ħ`. -/
theorem energy_mul_revivalTime {m L hbar : ℝ} (hm : 0 < m) (hL : 0 < L) (hh : 0 < hbar)
    (n : ℕ) : boxEnergy m L hbar n * revivalTime m L hbar = 2 * π * (n : ℝ) ^ 2 * hbar := by
  have hp := Real.pi_pos
  unfold boxEnergy revivalTime
  first
    | (field_simp; done)
    | (field_simp; ring)
```

## (b) The phase at a quarter period

**Task.** By (a), level $n$ acquires the phase $e^{-i\pi n^2/2}$ in a time $T/4$. Show that

$$e^{-i\pi n^2/2}=\frac{1-i}{2}+\frac{1+i}{2}(-1)^n.$$

**Solution.** If $n=2k$, the exponent is $-2\pi i k^2$ and the phase is $1$. The right side is $\frac{1-i}{2}+\frac{1+i}{2}=1$. If $n=2k+1$, then $n^2=4(k^2+k)+1$, so the exponent is $-2\pi i(k^2+k)-i\pi/2$ and the phase is $-i$. The right side is $\frac{1-i}{2}-\frac{1+i}{2}=-i$.

The Lean proof makes the same split with `Nat.even_or_odd'`. The lemma `Complex.exp_int_mul_two_pi_mul_I` removes the whole turns, and `hq` evaluates the remaining quarter turn.

```lean
/-- The phase `exp(-i π n² / 2)` depends on `n` only through its parity `(-1)^n`. -/
theorem quarter_phase (n : ℕ) :
    Complex.exp (-(I * (((n : ℝ) ^ 2 * π / 2 : ℝ) : ℂ)))
      = (1 - I) / 2 + (1 + I) / 2 * (-1) ^ n := by
  rcases Nat.even_or_odd' n with ⟨k, rfl | rfl⟩
  · -- even levels: a whole number of turns
    have h : -(I * ((((2 * k : ℕ) : ℝ) ^ 2 * π / 2 : ℝ) : ℂ))
        = ((-(k : ℤ) ^ 2 : ℤ) : ℂ) * (2 * π * I) := by
      push_cast
      ring
    have hs : (-1 : ℂ) ^ (2 * k) = 1 := by simp [pow_mul]
    rw [h, Complex.exp_int_mul_two_pi_mul_I, hs]
    ring
  · -- odd levels: a whole number of turns and a quarter turn
    have h : -(I * ((((2 * k + 1 : ℕ) : ℝ) ^ 2 * π / 2 : ℝ) : ℂ))
        = ((-((k : ℤ) ^ 2 + k) : ℤ) : ℂ) * (2 * π * I) + ((-(π / 2) : ℝ) : ℂ) * I := by
      push_cast
      ring
    have hq : Complex.exp (((-(π / 2) : ℝ) : ℂ) * I) = -I := by
      rw [Complex.exp_mul_I, ← Complex.ofReal_cos, ← Complex.ofReal_sin, Real.cos_neg,
        Real.sin_neg, Real.cos_pi_div_two, Real.sin_pi_div_two]
      simp
    have hs : (-1 : ℂ) ^ (2 * k + 1) = -1 := by simp [pow_succ, pow_mul]
    rw [h, Complex.exp_add, Complex.exp_int_mul_two_pi_mul_I, hq, hs]
    ring
```

## (c) Reflection of a mode

**Task.** Show that $u_n(L-x)=-(-1)^nu_n(x)$.

**Solution.** The argument of the sine is $n\pi-n\pi x/L$. By the subtraction formula,

$$u_n(L-x)=\sin(n\pi)\cos\frac{n\pi x}{L}-\cos(n\pi)\sin\frac{n\pi x}{L}=-(-1)^nu_n(x),$$

since $\sin n\pi=0$ and $\cos n\pi=(-1)^n$. The leading minus sign is easily lost; the ground state, $n=1$, is symmetric about the centre and so must get the factor $+1$.

The proof rewrites the argument in `h` and then applies these same three identities.

```lean
/-- Reflection about the centre of the box multiplies mode `n` by `-(-1)^n`. -/
theorem mode_reflection {L : ℝ} (hL : 0 < L) (n : ℕ) (x : ℝ) :
    Real.sin ((n : ℝ) * π * (L - x) / L)
      = -((-1) ^ n * Real.sin ((n : ℝ) * π * x / L)) := by
  have h : (n : ℝ) * π * (L - x) / L = (n : ℝ) * π - (n : ℝ) * π * x / L := by
    rw [mul_sub, sub_div, mul_div_cancel_right₀ _ hL.ne']
  rw [h, Real.sin_sub, Real.sin_nat_mul_pi, Real.cos_nat_mul_pi]
  ring
```

## (d) The quarter revival

**Task.** Show that for every starting time $t$

$$\Psi(x,t+T/4)=\frac{1-i}{2}\Psi(x,t)-\frac{1+i}{2}\Psi(L-x,t).$$

**Solution.** By (a) and (b), $\varphi_n(t+T/4)=\left[\frac{1-i}{2}+\frac{1+i}{2}(-1)^n\right]\varphi_n(t)$. Insert this in the sum. By (c), $(-1)^nu_n(x)=-u_n(L-x)$, so

$$\Psi(x,t+T/4)=\sum_{n\in s}c_n\left[\frac{1-i}{2}u_n(x)-\frac{1+i}{2}u_n(L-x)\right]\varphi_n(t),$$

which is the claim. Both weights have modulus $1/\sqrt2$.

In the code, `hphase` is the phase relation. The right side is then gathered into one sum, and `Finset.sum_congr` reduces the identity to a single mode.

```lean
/-- After a quarter of the revival time the wave is a superposition, with weights of equal
modulus, of the earlier wave and its mirror image. -/
theorem quarter_revival {m L hbar : ℝ} (hm : 0 < m) (hL : 0 < L) (hh : 0 < hbar)
    (s : Finset ℕ) (c : ℕ → ℂ) (x t : ℝ) :
    boxWave m L hbar s c x (t + revivalTime m L hbar / 4)
      = (1 - I) / 2 * boxWave m L hbar s c x t
        - (1 + I) / 2 * boxWave m L hbar s c (L - x) t := by
  -- each level picks up its quarter-period phase
  have hphase : ∀ n : ℕ, boxPhase m L hbar n (t + revivalTime m L hbar / 4)
      = ((1 - I) / 2 + (1 + I) / 2 * (-1) ^ n) * boxPhase m L hbar n t := by
    intro n
    have h : boxEnergy m L hbar n * (t + revivalTime m L hbar / 4) / hbar
        = (n : ℝ) ^ 2 * π / 2 + boxEnergy m L hbar n * t / hbar := by
      have h1 : boxEnergy m L hbar n * (t + revivalTime m L hbar / 4) / hbar
          = boxEnergy m L hbar n * t / hbar
            + boxEnergy m L hbar n * revivalTime m L hbar / hbar / 4 := by ring
      rw [h1, energy_mul_revivalTime hm hL hh, mul_div_cancel_right₀ _ hh.ne']
      ring
    rw [← quarter_phase n]
    unfold boxPhase
    rw [← Complex.exp_add, h]
    congr 1
    push_cast
    ring
  unfold boxWave
  rw [Finset.mul_sum, Finset.mul_sum, ← Finset.sum_sub_distrib]
  refine Finset.sum_congr rfl fun n _ => ?_
  rw [mode_reflection hL, hphase]
  push_cast
  ring
```

## (e) The mirror revival

**Task.** Show that $\Psi(x,t+T/2)=-\Psi(L-x,t)$.

**Solution.** Put $a=\frac{1-i}{2}$ and $b=\frac{1+i}{2}$, and apply (d) twice. Since $L-(L-x)=x$,

$$\begin{aligned}\Psi(x,t+T/2)&=a\left[a\Psi(x,t)-b\Psi(L-x,t)\right]-b\left[a\Psi(L-x,t)-b\Psi(x,t)\right]\\&=(a^2+b^2)\Psi(x,t)-2ab\,\Psi(L-x,t).\end{aligned}$$

Here $a^2=-i/2$, $b^2=i/2$ and $ab=1/2$, so the first term vanishes and the second has coefficient $-1$.

The last Lean step is worth reusing. The tactic `ring` treats `I` as a letter and does not know that $i^2=-1$. After splitting $T/2$ into two quarters, rewriting three times with `quarter_revival` (once for the outer step, then at $x$ and at $L-x$) and simplifying $L-(L-x)$ to $x$, the two sides differ by a multiple of $i^2+1$. Giving that multiple of `Complex.I_sq` to `linear_combination` leaves an identity that `ring` can prove.

```lean
/-- After half the revival time the wave is minus the mirror image of the earlier wave. -/
theorem mirror_revival {m L hbar : ℝ} (hm : 0 < m) (hL : 0 < L) (hh : 0 < hbar)
    (s : Finset ℕ) (c : ℕ → ℂ) (x t : ℝ) :
    boxWave m L hbar s c x (t + revivalTime m L hbar / 2)
      = -boxWave m L hbar s c (L - x) t := by
  -- two quarter revivals in a row
  have h : t + revivalTime m L hbar / 2
      = t + revivalTime m L hbar / 4 + revivalTime m L hbar / 4 := by ring
  rw [h, quarter_revival hm hL hh s c x (t + revivalTime m L hbar / 4),
    quarter_revival hm hL hh s c x t, quarter_revival hm hL hh s c (L - x) t,
    sub_sub_cancel]
  linear_combination
    (boxWave m L hbar s c x t + boxWave m L hbar s c (L - x) t) / 2 * Complex.I_sq
```

## (f) The full revival

**Task.** Show that $\Psi(x,t+T)=\Psi(x,t)$ for all $t$.

**Solution.** Apply (e) twice:

$$\Psi(x,t+T)=-\Psi(L-x,t+T/2)=\Psi(L-(L-x),t)=\Psi(x,t).$$

Lean states this as `Function.Periodic`: for fixed `x`, the wave as a function of time is unchanged by a shift of `revivalTime m L hbar`.

```lean
/-- The wave is periodic in time with period `T`, at every position. -/
theorem full_revival {m L hbar : ℝ} (hm : 0 < m) (hL : 0 < L) (hh : 0 < hbar)
    (s : Finset ℕ) (c : ℕ → ℂ) (x : ℝ) :
    Function.Periodic (boxWave m L hbar s c x) (revivalTime m L hbar) := by
  intro t
  -- two mirror revivals in a row
  have h : t + revivalTime m L hbar
      = t + revivalTime m L hbar / 2 + revivalTime m L hbar / 2 := by ring
  rw [h, mirror_revival hm hL hh s c x (t + revivalTime m L hbar / 2),
    mirror_revival hm hL hh s c (L - x) t, sub_sub_cancel, neg_neg]
```

## (g) Revivals from time zero

**Task.** Deduce that $\Psi(x,T)=\Psi(x,0)$ and $\Psi(x,T/2)=-\Psi(L-x,0)$.

**Solution.** Set $t=0$ in (f) and (e). The Lean proof does this and removes the zeros with `zero_add`.

The smallest non-trivial case is the ground state alone, $s=\{1\}$ with $c_1\neq0$. Its phase factors at $T/4$, $T/2$ and $T$ are $-i$, $-1$ and $1$. Because $u_1$ is its own mirror image, the factor $-1$ is just what the half-time formula requires.

```lean
/-- Every finite superposition of box modes returns to its initial form at time `T`, and at
time `T/2` it is minus the mirror image of its initial form. -/
theorem box_revivals {m L hbar : ℝ} (hm : 0 < m) (hL : 0 < L) (hh : 0 < hbar)
    (s : Finset ℕ) (c : ℕ → ℂ) (x : ℝ) :
    boxWave m L hbar s c x (revivalTime m L hbar) = boxWave m L hbar s c x 0 ∧
    boxWave m L hbar s c x (revivalTime m L hbar / 2) = -boxWave m L hbar s c (L - x) 0 := by
  have h1 := full_revival hm hL hh s c x 0
  have h2 := mirror_revival hm hL hh s c x 0
  rw [zero_add] at h1 h2
  exact ⟨h1, h2⟩
```

## (h) All common revival times

**Task.** Show that every finite superposition has returned to its initial form at time $t$ exactly when $t=kT$ for some integer $k$.

**Solution.** If $t=kT$, use (f) repeatedly, forwards or backwards in time. Conversely, suppose that all superpositions have returned at time $t$. Take the ground state with $c_1=1$ at the centre, where $u_1(L/2)=1$. Then $e^{-iE_1t/\hbar}=1$, so $E_1t/\hbar=-2\pi n$ for some integer $n$. By (a), $E_1T=2\pi\hbar$, hence $E_1t=-nE_1T$. Since $E_1\neq0$, $t=-nT$, and $k=-n$.

It is easy to misplace the quantifiers here. The left side of the equivalence requires one time $t$ to work for all `s`, `c` and `x`. A particular superposition may return sooner: the mode $n=2$ alone has $E_2=4E_1$, and its wave function is back, phase included, after $T/4$ (its density $|\Psi|^2$ never changes at all).

In Lean, `Complex.exp_eq_one_iff` supplies the integer $n$, `hθ` turns the complex equation into a real one, and `mul_left_cancel₀` divides out $E_1$. The other direction is `int_mul` for periodic functions.

```lean
/-- The times at which all finite superpositions return to their initial form are exactly
the integer multiples of `T`. -/
theorem revival_times {m L hbar : ℝ} (hm : 0 < m) (hL : 0 < L) (hh : 0 < hbar) (t : ℝ) :
    (∀ (s : Finset ℕ) (c : ℕ → ℂ) (x : ℝ),
        boxWave m L hbar s c x t = boxWave m L hbar s c x 0)
      ↔ ∃ k : ℤ, t = k * revivalTime m L hbar := by
  constructor
  · intro h
    -- test on the lowest mode at the centre of the box
    have h1 := h {1} (fun _ => 1) (L / 2)
    have hs : Real.sin (((1 : ℕ) : ℝ) * π * (L / 2) / L) = 1 := by
      have h2 : ((1 : ℕ) : ℝ) * π * (L / 2) / L = π / 2 := by
        rw [Nat.cast_one]
        field_simp
      rw [h2, Real.sin_pi_div_two]
    have h0 : boxPhase m L hbar 1 0 = 1 := by simp [boxPhase]
    simp only [boxWave, Finset.sum_singleton, hs, Complex.ofReal_one, one_mul] at h1
    rw [h0] at h1
    unfold boxPhase at h1
    obtain ⟨n, hn⟩ := Complex.exp_eq_one_iff.mp h1
    have hθ : boxEnergy m L hbar 1 * t / hbar = -(n : ℝ) * (2 * π) := by
      have hc : ((boxEnergy m L hbar 1 * t / hbar : ℝ) : ℂ)
          = ((-(n : ℝ) * (2 * π) : ℝ) : ℂ) := by
        generalize boxEnergy m L hbar 1 * t / hbar = θ at hn ⊢
        push_cast
        linear_combination I * hn + ((θ : ℂ) + 2 * π * n) * Complex.I_sq
      exact Complex.ofReal_injective hc
    rw [div_eq_iff hh.ne'] at hθ
    have hT := energy_mul_revivalTime hm hL hh 1
    rw [Nat.cast_one] at hT
    have hE : boxEnergy m L hbar 1 ≠ 0 := by
      have hp := Real.pi_pos
      unfold boxEnergy
      rw [Nat.cast_one]
      positivity
    refine ⟨-n, mul_left_cancel₀ hE ?_⟩
    push_cast
    linear_combination hθ + (n : ℝ) * hT
  · rintro ⟨k, rfl⟩ s c x
    have h := (full_revival hm hL hh s c x).int_mul k 0
    rwa [zero_add] at h

end

end BoxRevivals
```

```lean
#print axioms BoxRevivals.mirror_revival
#print axioms BoxRevivals.box_revivals
#print axioms BoxRevivals.revival_times
```

```
'BoxRevivals.mirror_revival' depends on axioms: [propext, Classical.choice, Quot.sound]
'BoxRevivals.box_revivals' depends on axioms: [propext, Classical.choice, Quot.sound]
'BoxRevivals.revival_times' depends on axioms: [propext, Classical.choice, Quot.sound]
```
